# The third-order energy of a cubic response model from its linear response

A response calculation follows a stationary point as a field F is switched on, and one must choose how far that stationary point is required to exist. Here it is required only for F near 0, because a branch can end: the energy x²/2 + x³/3 − Fx has no real stationary point once F < −1/4. The existence of the local branch is assumed, not derived.

The variational parameters x, for instance non-redundant orbital rotations, live in a real inner product space E, with ℝⁿ as the usual case. Their energy is modelled by

W(x,F) = ⟨x,Kx⟩/2 + g(x,x,x)/6 − F⟨d,x⟩ − F⟨x,Qx⟩/2.

K is the electronic Hessian at x = 0 and zero field. The vector d is the gradient at x = 0 of the dipole moment along the field, taken with respect to the parameters, and Q is the matching second derivative. The energy of the unperturbed state and the term from its permanent dipole are left out: they are constant and linear in F, so they do not affect the third derivative. The trilinear form g holds the cubic part of the energy, including the exchange-correlation contribution g_xc. It is postulated as a symmetric form and not derived from a density functional.

```lean
import Mathlib

open Filter Topology
open scoped InnerProductSpace

noncomputable section

namespace SternheimerResponse
```

In `ResponseModel`, the type `E ≃L[ℝ] E` makes K invertible with continuous inverse. For E = ℝⁿ this says exactly that the Hessian of the unperturbed state has no zero mode: Kv = 0 only for v = 0. K need not be positive, so saddle points are allowed. The last four fields are the symmetries of K, Q and g.

```lean
/-- A variational response model: Hessian `K`, field coupling `Q`, cubic coupling `g`
(including the exchange-correlation part) and dipole vector `d`. -/
structure ResponseModel (E : Type) [NormedAddCommGroup E] [InnerProductSpace ℝ E] where
  K : E ≃L[ℝ] E
  Q : E →L[ℝ] E
  g : E →L[ℝ] E →L[ℝ] E →L[ℝ] ℝ
  d : E
  K_sym : ∀ x y, ⟪K x, y⟫_ℝ = ⟪x, K y⟫_ℝ
  Q_sym : ∀ x y, ⟪Q x, y⟫_ℝ = ⟪x, Q y⟫_ℝ
  g_swap_left : ∀ x y z, g x y z = g y x z
  g_swap_right : ∀ x y z, g x y z = g x z y
```

The energy is transcribed term by term.

```lean
namespace ResponseModel

variable {E : Type} [NormedAddCommGroup E] [InnerProductSpace ℝ E] (M : ResponseModel E)

/-- The energy `W(x,F)` of the variational parameters `x` in a field of strength `F`. -/
def energy (x : E) (F : ℝ) : ℝ :=
  ⟪x, M.K x⟫_ℝ / 2 + M.g x x x / 6 - F * ⟪M.d, x⟫_ℝ - F * ⟪x, M.Q x⟫_ℝ / 2
```

Next comes an expression, written S(x,F;v) below, which parts (c) and (d) identify as the directional derivative of W.

```lean
/-- The formula for the slope of the energy at `x` in the direction `v`, at fixed field. -/
def slope (x : E) (F : ℝ) (v : E) : ℝ :=
  ⟪v, M.K x⟫_ℝ + M.g x x v / 2 - F * ⟪v, M.d⟫_ℝ - F * ⟪v, M.Q x⟫_ℝ
```

Stationarity itself is defined through the energy: W has zero derivative along every line through x.

```lean
/-- The point `x` is stationary at field `F`: the energy has zero derivative along every line
through `x`. -/
def IsStationary (x : E) (F : ℝ) : Prop :=
  ∀ v : E, HasDerivAt (fun t : ℝ => M.energy (x + t • v) F) 0 0
```

The vector x1 = K⁻¹d gets a name.

```lean
/-- The linear response `x1`, the solution of `K x1 = d`. -/
def linearResponse : E := M.K.symm M.d
```

A response path starts at x(0) = 0. The quantifier `∀ᶠ F in 𝓝 (0 : ℝ)` means "for all F in some interval around 0"; there the path is stationary and differentiable. A second derivative is required only at F = 0.

```lean
/-- A path of stationary points for fields near zero, starting at the origin and twice
differentiable there. -/
structure IsResponsePath (x : ℝ → E) : Prop where
  zero : x 0 = 0
  stationary : ∀ᶠ F in 𝓝 (0 : ℝ), M.IsStationary (x F) F
  differentiable : ∀ᶠ F in 𝓝 (0 : ℝ), DifferentiableAt ℝ x F
  differentiable_deriv : DifferentiableAt ℝ (deriv x) 0
```

## (a) A matrix element between moving vectors

Let p(t) and q(t) be differentiable and L a fixed continuous linear operator. Show that

d/dt ⟨p,Lq⟩ = ⟨p,Lq′⟩ + ⟨p′,Lq⟩.

**Solution.** Since L is linear and fixed, (Lq)′ = Lq′. The product rule for the inner product gives the two terms. The proof takes the same two steps.

```lean
/-- Product rule for the matrix element of a fixed operator between two moving vectors. -/
theorem hasDerivAt_form (L : E →L[ℝ] E) {p q : ℝ → E} {p' q' : E} {s : ℝ}
    (hp : HasDerivAt p p' s) (hq : HasDerivAt q q' s) :
    HasDerivAt (fun t => ⟪p t, L (q t)⟫_ℝ) (⟪p s, L q'⟫_ℝ + ⟪p', L (q s)⟫_ℝ) s := by
  have hL : HasDerivAt (fun t => L (q t)) (L q') s := L.hasFDerivAt.comp_hasDerivAt s hq
  exact hp.inner ℝ hL
```

## (b) The cubic coupling of moving vectors

For differentiable p, q, r, show that

d/dt g(p,q,r) = g(p′,q,r) + g(p,q′,r) + g(p,q,r′).

**Solution.** Fill one slot at a time. The map g(p,·,·) has derivative g(p′,·,·). Inserting q adds g(p,q′,·), and inserting r adds g(p,q,r′). In Lean, `lin` handles the first slot and `key` the other two.

```lean
/-- Product rule for the cubic coupling of three moving vectors. -/
theorem hasDerivAt_g {p q r : ℝ → E} {p' q' r' : E} {s : ℝ} (hp : HasDerivAt p p' s)
    (hq : HasDerivAt q q' s) (hr : HasDerivAt r r' s) :
    HasDerivAt (fun t => M.g (p t) (q t) (r t))
      (M.g p' (q s) (r s) + M.g (p s) q' (r s) + M.g (p s) (q s) r') s := by
  have key : ∀ (W : Type) [NormedAddCommGroup W] [NormedSpace ℝ W] (c : ℝ → E →L[ℝ] W)
      (c' : E →L[ℝ] W) (u : ℝ → E) (u' : E), HasDerivAt c c' s → HasDerivAt u u' s →
      HasDerivAt (fun t => c t (u t)) (c' (u s) + c s u') s :=
    fun W _ _ c c' u u' hc hu => hc.clm_apply hu
  -- one argument of `g` is filled in at a time
  have lin : ∀ (W : Type) [NormedAddCommGroup W] [NormedSpace ℝ W] (L : E →L[ℝ] W),
      HasDerivAt (fun t => L (p t)) (L p') s :=
    fun W _ _ L => L.hasFDerivAt.comp_hasDerivAt s hp
  have h1 := lin (E →L[ℝ] E →L[ℝ] ℝ) M.g
  have h2 := key (E →L[ℝ] ℝ) (fun t => M.g (p t)) (M.g p') q q' h1 hq
  have h3 := key ℝ (fun t => M.g (p t) (q t)) _ r r' h2 hr
  exact h3.congr_deriv (by simp)
```

## (c) The energy when parameters and field both vary

Let the parameters follow p(t) and the field f(t). Show that

d/dt W(p,f) = S(p,f;p′) − f′(⟨d,p⟩ + ⟨p,Qp⟩/2),

where

S(x,F;v) = ⟨v,Kx⟩ + g(x,x,v)/2 − F⟨v,d⟩ − F⟨v,Qx⟩.

**Solution.** By (a) and the symmetry of K, the quadratic term gives

(⟨p,Kp′⟩ + ⟨p′,Kp⟩)/2 = ⟨p′,Kp⟩.

By (b), the cubic term gives three equal contributions, 3g(p,p,p′)/6 = g(p,p,p′)/2. The field terms give −f⟨p′,d⟩ − f⟨p′,Qp⟩ from the motion of p, and the bracket multiplied by −f′ from the motion of f. The closing `linear_combination` collects equal terms using the symmetries.

```lean
/-- Chain rule for the energy when the parameters and the field both vary. -/
theorem hasDerivAt_energy_path {p : ℝ → E} {f : ℝ → ℝ} {p' : E} {f' s : ℝ}
    (hp : HasDerivAt p p' s) (hf : HasDerivAt f f' s) :
    HasDerivAt (fun t => M.energy (p t) (f t))
      (M.slope (p s) (f s) p' - f' * (⟪M.d, p s⟫_ℝ + ⟪p s, M.Q (p s)⟫_ℝ / 2)) s := by
  have h := ((((hasDerivAt_form (M.K : E →L[ℝ] E) hp hp).div_const 2).fun_add
    ((M.hasDerivAt_g hp hp hp).div_const 6)).fun_sub
    (hf.fun_mul ((hasDerivAt_const s M.d).inner ℝ hp))).fun_sub
    ((hf.fun_mul (hasDerivAt_form M.Q hp hp)).div_const 2)
  refine h.congr_deriv ?_
  simp only [slope, inner_zero_left, ContinuousLinearEquiv.coe_coe]
  -- the symmetries of `K`, `Q` and `g` collect equal terms
  have k := (M.K_sym (p s) p').symm.trans (real_inner_comm _ _)
  have q := (M.Q_sym (p s) p').symm.trans (real_inner_comm _ _)
  have c := real_inner_comm p' M.d
  linear_combination k / 2 + (M.g_swap_left p' (p s) (p s)
    + 2 * M.g_swap_right (p s) p' (p s)) / 6 - f s * c - f s * q / 2
```

## (d) Stationarity as an equation

Show that x is stationary at field F exactly when

S(x,F;v) = 0 for every v.

**Solution.** Put p(t) = x + tv and f(t) = F in (c). Then p′ = v and f′ = 0, so the derivative of W along the line at t = 0 is S(x,F;v). A derivative is unique, hence it is zero exactly when S is.

```lean
/-- A point is stationary exactly when the slope formula vanishes in every direction. -/
theorem isStationary_iff (x : E) (F : ℝ) :
    M.IsStationary x F ↔ ∀ v, M.slope x F v = 0 := by
  have h : ∀ v : E, HasDerivAt (fun t : ℝ => M.energy (x + t • v) F) (M.slope x F v) 0 := by
    intro v
    have hl : HasDerivAt (fun t : ℝ => x + t • v) v 0 := by
      simpa using ((hasDerivAt_id' (0 : ℝ)).smul_const v).const_add x
    exact (M.hasDerivAt_energy_path hl (hasDerivAt_const 0 F)).congr_deriv (by simp)
  exact ⟨fun hs v => (h v).unique (hs v), fun h0 v => (h v).congr_deriv (h0 v)⟩
```

## (e) The Hellmann-Feynman derivative

Let x(F) be differentiable at F and stationary there. Show that

dW/dF = −⟨d,x⟩ − ⟨x,Qx⟩/2.

**Solution.** In (c) take the field itself as the parameter, so f′ = 1. The term S(x,F;x′) vanishes by (d), and only the explicit field dependence is left.

```lean
/-- Hellmann-Feynman: at a stationary point of a differentiable path only the explicit field
dependence contributes to the derivative of the energy. -/
theorem hellmann_feynman {x : ℝ → E} {x' : E} {F : ℝ} (hx : HasDerivAt x x' F)
    (hs : M.IsStationary (x F) F) :
    HasDerivAt (fun s => M.energy (x s) s)
      (-⟪M.d, x F⟫_ℝ - ⟪x F, M.Q (x F)⟫_ℝ / 2) F := by
  have h0 := (M.isStationary_iff _ _).1 hs x'
  refine (M.hasDerivAt_energy_path hx (hasDerivAt_id' F)).congr_deriv ?_
  simp only [h0]
  ring
```

## (f) The Sternheimer equation at finite field

Let the path be stationary throughout a neighbourhood of F and differentiable at F. Show that, for every v,

⟨v,Kx′⟩ + g(x,x′,v) − F⟨v,Qx′⟩ − ⟨v,Qx⟩ = ⟨v,d⟩.

**Solution.** S(x(F),F;v) is zero near F, so its derivative is zero too:

⟨v,Kx′⟩ + [g(x′,x,v) + g(x,x′,v)]/2 − ⟨v,d⟩ − ⟨v,Qx⟩ − F⟨v,Qx′⟩ = 0.

The two g terms are equal by symmetry. At F = 0 and x(0) = 0 it reduces to ⟨v,Kx′⟩ = ⟨v,d⟩, which for orbital rotations is the coupled-perturbed Hartree-Fock or Kohn-Sham equation. In the proof, `h` is the computed derivative, `h0` the zero derivative, and `h.unique h0` equates them.

```lean
/-- The Sternheimer equation at finite field, tested against an arbitrary direction `v`. -/
theorem sternheimer {x : ℝ → E} {x' : E} {F : ℝ} (hx : HasDerivAt x x' F)
    (hs : ∀ᶠ s in 𝓝 F, M.IsStationary (x s) s) (v : E) :
    ⟪v, M.K x'⟫_ℝ + M.g (x F) x' v - F * ⟪v, M.Q x'⟫_ℝ - ⟪v, M.Q (x F)⟫_ℝ = ⟪v, M.d⟫_ℝ := by
  have hv := hasDerivAt_const F v
  have h := (((hasDerivAt_form (M.K : E →L[ℝ] E) hv hx).fun_add
    ((M.hasDerivAt_g hx hx hv).div_const 2)).fun_sub
    ((hasDerivAt_id' F).mul_const ⟪v, M.d⟫_ℝ)).fun_sub
    ((hasDerivAt_id' F).fun_mul (hasDerivAt_form M.Q hv hx))
  -- the slope vanishes along the path, hence so does its derivative
  have h0 : HasDerivAt (fun s => M.slope (x s) s v) 0 F :=
    (hasDerivAt_const F (0 : ℝ)).congr_of_eventuallyEq
      (hs.mono fun s h => (M.isStationary_iff _ _).1 h v)
  have e := h.unique h0
  simp only [inner_zero_left, map_zero, ContinuousLinearEquiv.coe_coe, add_zero, one_mul] at e
  linear_combination e - M.g_swap_left x' (x F) v / 2
```

## (g) The first-order response

For a response path, show that

x′(0) = x1 = K⁻¹d.

**Solution.** At F = 0 and x = 0, part (f) reduces to ⟨v,Kx′(0)⟩ = ⟨v,d⟩ for every v. Hence Kx′(0) = d, which is the step `ext_inner_left`, and K⁻¹ gives the result.

```lean
variable {M} {x : ℝ → E}

/-- The first derivative of a response path at zero field is the linear response. -/
theorem IsResponsePath.first_order (h : M.IsResponsePath x) :
    deriv x 0 = M.linearResponse := by
  have hK : M.K (deriv x 0) = M.d := by
    refine ext_inner_left ℝ fun v => ?_
    simpa [h.zero] using
      M.sternheimer h.differentiable.self_of_nhds.hasDerivAt h.stationary v
  rw [linearResponse, ← hK, ContinuousLinearEquiv.symm_apply_apply]
```

## (h) The second-order response equation

Write x2 = x″(0), the full second derivative without a factor 1/2. Show that, for every v,

⟨v,Kx2⟩ + g(x1,x1,v) = 2⟨v,Qx1⟩.

**Solution.** Part (f) holds for all F near 0, so it can be differentiated at F = 0:

⟨v,Kx2⟩ + g(x1,x1,v) + g(x(0),x2,v) − ⟨v,Qx1⟩ − 0·⟨v,Qx2⟩ − ⟨v,Qx1⟩ = 0.

The third term vanishes because x(0) = 0. The two Q terms come from the explicit factor F and from the moving x. The `filter_upwards` step supplies (f) on a neighbourhood of zero.

```lean
/-- The second-order Sternheimer equation at zero field, tested against a direction `v`. -/
theorem IsResponsePath.second_order (h : M.IsResponsePath x) (v : E) :
    ⟪v, M.K (deriv (deriv x) 0)⟫_ℝ + M.g (deriv x 0) (deriv x 0) v
      = 2 * ⟪v, M.Q (deriv x 0)⟫_ℝ := by
  have hx := h.differentiable.self_of_nhds.hasDerivAt
  have hy := h.differentiable_deriv.hasDerivAt
  have hv := hasDerivAt_const (0 : ℝ) v
  have hd := (((hasDerivAt_form (M.K : E →L[ℝ] E) hv hy).fun_add
    (M.hasDerivAt_g hx hy hv)).fun_sub
    ((hasDerivAt_id' (0 : ℝ)).fun_mul (hasDerivAt_form M.Q hv hy))).fun_sub
    (hasDerivAt_form M.Q hv hx)
  -- the first-order equation holds near zero field and can be differentiated
  have e := hd.unique ((hasDerivAt_const (0 : ℝ) ⟪v, M.d⟫_ℝ).congr_of_eventuallyEq (by
    filter_upwards [h.stationary.eventually_nhds, h.differentiable] with F hs hF
    exact M.sternheimer hF.hasDerivAt hs v))
  simp only [h.zero, inner_zero_left, map_zero, zero_apply, ContinuousLinearEquiv.coe_coe,
    add_zero, one_mul, zero_mul] at e
  linear_combination e
```

## (i) The third derivative without x2

Show that along a response path

d³W/dF³ at F = 0 equals g(x1,x1,x1) − 3⟨x1,Qx1⟩.

**Solution.** Near zero field, differentiating (e) and using the symmetry of Q gives

d²W/dF² = −⟨d,x′⟩ − ⟨x,Qx′⟩.

One more derivative at F = 0, where x = 0, gives

d³W/dF³ = −⟨d,x2⟩ − ⟨x1,Qx1⟩.

Now d = Kx1 and K is symmetric, so (h) with v = x1 yields

⟨d,x2⟩ = ⟨x1,Kx2⟩ = 2⟨x1,Qx1⟩ − g(x1,x1,x1).

Substitution gives the claim. In Lean, `h1` and `h2` are the first two derivatives near zero field, and `e` is the equation that removes x2. The conclusion is a `HasDerivAt` statement for the second derivative of the energy, so the third derivative is shown to exist as well as to have this value.

This is the case n = 1 of the 2n+1 rule, in which the response to order n fixes the energy to order 2n+1, for a static field and the cubic energy above. With the convention β = −d³W/dF³ at F = 0, the static first hyperpolarizability along the field therefore takes one linear solve in this model, Kx1 = d, and none for x2.

```lean
/-- The 2n+1 theorem for n = 1 in this model: along a response path, the third derivative of the
energy at zero field is `g(x1,x1,x1) - 3⟨x1,Q x1⟩`, with `x1` the linear response. -/
theorem IsResponsePath.third_derivative (h : M.IsResponsePath x) :
    HasDerivAt (deriv (deriv (fun F => M.energy (x F) F)))
      (M.g M.linearResponse M.linearResponse M.linearResponse
        - 3 * ⟪M.linearResponse, M.Q M.linearResponse⟫_ℝ) 0 := by
  -- first and second derivatives of the energy near zero field
  have h1 : deriv (fun F => M.energy (x F) F) =ᶠ[𝓝 0]
      fun F => -⟪M.d, x F⟫_ℝ - ⟪x F, M.Q (x F)⟫_ℝ / 2 := by
    filter_upwards [h.stationary, h.differentiable] with F hs hF
    exact (M.hellmann_feynman hF.hasDerivAt hs).deriv
  have h2 : deriv (deriv (fun F => M.energy (x F) F)) =ᶠ[𝓝 0]
      fun F => -⟪M.d, deriv x F⟫_ℝ - ⟪x F, M.Q (deriv x F)⟫_ℝ := by
    refine h1.deriv.trans ?_
    filter_upwards [h.differentiable] with F hF
    have hx := hF.hasDerivAt
    have hd := (((hasDerivAt_const F M.d).inner ℝ hx).fun_neg).fun_sub
      ((hasDerivAt_form M.Q hx hx).div_const 2)
    refine hd.deriv.trans ?_
    have q := (M.Q_sym (x F) (deriv x F)).symm.trans (real_inner_comm _ _)
    simp only [inner_zero_left]
    linear_combination q / 2
  have hx := h.differentiable.self_of_nhds.hasDerivAt
  have hy := h.differentiable_deriv.hasDerivAt
  have hd := (((hasDerivAt_const (0 : ℝ) M.d).inner ℝ hy).fun_neg).fun_sub
    (hasDerivAt_form M.Q hx hy)
  refine (hd.congr_of_eventuallyEq h2).congr_deriv ?_
  -- the second-order response is eliminated with the second-order equation
  have e := h.second_order (deriv x 0)
  have hK : M.K (deriv x 0) = M.d := by
    rw [h.first_order, linearResponse, ContinuousLinearEquiv.apply_symm_apply]
  rw [← M.K_sym, hK] at e
  simp only [h.zero, inner_zero_left, zero_add, add_zero]
  rw [← h.first_order]
  linear_combination -e

end ResponseModel
```

## (j) A one-parameter model with an exact path

Take E = ℝ, K = Q = d = 1 and g(x,y,z) = 2xyz. Show that x(F) = F is a response path and that

d³W/dF³ = −1 at F = 0.

**Solution.** The path is smooth, starts at 0, and satisfies

S(F,F;v) = v(F + F² − F − F²) = 0.

Here x1 = 1, so (i) gives 2 − 3 = −1. Direct substitution agrees: W(F,F) = −F²/2 − F³/6.

```lean
/-- The one-parameter model with `K = Q = d = 1` and `g(x,y,z) = 2xyz`. -/
def scalarModel : ResponseModel ℝ where
  K := ContinuousLinearEquiv.refl ℝ ℝ
  Q := ContinuousLinearMap.id ℝ ℝ
  g := (ContinuousLinearMap.id ℝ ℝ).smulRight ((2 : ℝ) • ContinuousLinearMap.mul ℝ ℝ)
  d := 1
  K_sym := fun _ _ => rfl
  Q_sym := fun _ _ => rfl
  g_swap_left := fun x y z => by
    change x * (2 * (y * z)) = y * (2 * (x * z))
    ring
  g_swap_right := fun x y z => by
    change x * (2 * (y * z)) = x * (2 * (z * y))
    ring
```

The proof checks stationarity through (d) and obtains the value from (i).

```lean
/-- In the scalar model `x(F) = F` is a response path, and the third derivative of the energy
along it at zero field is `-1`. -/
theorem scalarModel_witness :
    scalarModel.IsResponsePath (fun F => F) ∧
      HasDerivAt (deriv (deriv (fun F => scalarModel.energy F F))) (-1) 0 := by
  have h : scalarModel.IsResponsePath (fun F => F) := by
    refine ⟨rfl, Eventually.of_forall fun F => ?_,
      Eventually.of_forall fun F => differentiableAt_id, by simp⟩
    refine (scalarModel.isStationary_iff F F).2 fun v => ?_
    change F * v + F * (2 * (F * v)) / 2 - F * (1 * v) - F * (F * v) = 0
    ring
  refine ⟨h, h.third_derivative.congr_deriv ?_⟩
  change (1 : ℝ) * (2 * (1 * 1)) - 3 * (1 * 1) = -1
  norm_num

end SternheimerResponse
```

```lean
#print axioms SternheimerResponse.ResponseModel.IsResponsePath.third_derivative
-- 'SternheimerResponse.ResponseModel.IsResponsePath.third_derivative' depends on axioms: [propext, Classical.choice, Quot.sound]
```

## A stationary path that misses the origin

Drop the condition x(0) = 0 and the formula in (i) can fail, already in the model of part (j). There

S(x,F;v) = v(x − F)(1 + x),

so the constant path x(F) = −1 is also stationary at every field. Along it

W(−1,F) = 1/6 + F/2,

whose third derivative is 0, whereas the formula still gives −1. The condition selects the branch that grows out of the unperturbed state, where the Hessian is K.
